# Bounds on the downward bias of Im Σ averaged over noisy propagators G = −ia with a > 0

## Propagator, self-energy and averages

Let x run over a finite set of Monte Carlo outcomes with weights p(x) ≥ 0 that add up to one. The average of a real function f of the outcome is

avg(f) = ∑ₓ p(x) f(x).

At one fixed frequency, outcome x yields the propagator

G(x) = −i a(x), with a(x) > 0.

Write m = avg(a) for the mean and v = avg((a − m)²) for the variance. Dyson's equation gives the self-energy

Σ = K − 1/G,

where K is the inverse bare propagator, a complex number that is the same for every outcome. For an impurity problem, K contains the frequency, the chemical potential and the hybridisation with the bath.

A purely imaginary G with negative imaginary part is the form taken by the local propagator of a particle-hole symmetric single-orbital impurity at a positive Matsubara frequency. Requiring a(x) > 0 for every outcome means that the noise never reverses the sign of the signal.

## Two orders of averaging

One can average G and then apply Dyson's equation, or apply it to each noisy G and average the resulting Σ. Since Σ is not linear in G, the two results can differ. Define the deficit

D = Im Σ(avg G) − Im avg(Σ(G)).

A positive D means that averaging Σ puts its imaginary part too low. Where Im Σ is negative, its magnitude is then overestimated.

The reference value uses the exact mean m. A propagator averaged over a finite run still fluctuates, and is itself a bin mean of the kind treated below.

## The bounds and their Lean form

If l ≤ a(x) ≤ h for all x, with l > 0, then

v/(h m²) ≤ D ≤ v/(l m²).

This is `selfEnergy_bias_bounds`. The finite type `Ω` holds the outcomes, `IsDistribution p` says that `p` is a probability distribution, and `avg p a` and `variance p a` are m and v. `propagator` and `selfEnergy` are complex-valued, and `selfEnergyDeficit p K a` is D, computed from two complex averages. The number `K` is arbitrary. The range conditions apply to every outcome, including any of weight zero.

The theorem `bias_pos_iff` needs only a(x) > 0 and states that D > 0 exactly when v > 0.

For binned data, an outcome x records n > 0 measurements a_k(x), with k = 0, …, n − 1, and `binMean a` is their arithmetic mean b. The structure `Uncorrelated p a m v` requires a common mean m, a common variance v and vanishing covariance for each pair j ≠ k. Vanishing covariance is weaker than independence, but it is assumed: it stands for measurements taken far enough apart in the Markov chain for their correlation to be negligible. If all measurements lie in [l, h], `binned_bias_bounds` gives

v/(n h m²) ≤ D ≤ v/(n l m²),

where D is now the deficit for propagators −ib.

For a quantum Monte Carlo impurity solver, this means that the bias from applying Dyson's equation bin by bin falls as 1/n with the bin size, within this model of uncorrelated, purely imaginary noise of fixed sign and finitely many values. Averaging over more bins of the same size leaves D unchanged, because D is a difference of expectation values. The model leaves out noise in the real part of G, matrix-valued propagators and autocorrelated measurements.

## Derivation from Dyson's equation

Since 1/(−ia) = i/a, Dyson's equation gives

Im Σ = Im K − 1/a.

The averaged propagator is −im, and m > 0 because a is positive and the weights add up to one. Hence

D = (Im K − 1/m) − (Im K − avg(1/a)) = avg(1/a) − 1/m.

To evaluate this difference, expand a square:

(a − m)²/(a m²) = a/m² − 2/m + 1/a.

The average of the right-hand side is 1/m − 2/m + avg(1/a), so

D = avg((a − m)²/(a m²)).

This is an identity, with no expansion in small noise. From l ≤ a ≤ h follows 1/h ≤ 1/a ≤ 1/l. Multiplying by (a − m)²/m² ≥ 0 and averaging gives the two bounds.

For the criterion, take l and h to be the smallest and largest values of a. If v > 0, the lower bound makes D positive. If v = 0, the upper bound gives D ≤ 0.

For a bin, linearity gives avg(b) = m. The deviation is b − m = (1/n) ∑ₖ (a_k − m), and therefore

avg((b − m)²) = (1/n²) ∑ⱼ ∑ₖ avg((a_j − m)(a_k − m)) = n v/n² = v/n,

since only the n terms with j = k survive. The bin mean also lies in [l, h], so the first result applies with v replaced by v/n.

## The complete Lean file

```lean
import Mathlib

open Finset

namespace NoisyDysonEquation

noncomputable section

variable {Ω : Type*} [Fintype Ω]

/-- Nonnegative weights on the finitely many Monte Carlo outcomes, with total weight one. -/
def IsDistribution (p : Ω → ℝ) : Prop := (∀ x, 0 ≤ p x) ∧ ∑ x, p x = 1

/-- The average of an observable `f` over the outcomes, with weights `p`. -/
def avg (p f : Ω → ℝ) : ℝ := ∑ x, p x * f x

/-- The mean squared deviation of `a` from its average. -/
def variance (p a : Ω → ℝ) : ℝ := avg p (fun x => (a x - avg p a) ^ 2)

/-- The purely imaginary propagator `G = -i a`. -/
def propagator (a : ℝ) : ℂ := -Complex.I * (a : ℂ)

/-- Dyson's equation `Σ = K - 1/G`, with `K` the inverse bare propagator and `G ≠ 0`. -/
def selfEnergy (K G : ℂ) : ℂ := K - G⁻¹

/-- `Im Σ` computed from the averaged propagator, minus the imaginary part of the averaged `Σ`;
the propagators and their average are nonzero. -/
def selfEnergyDeficit (p : Ω → ℝ) (K : ℂ) (a : Ω → ℝ) : ℝ :=
  (selfEnergy K (∑ x, (p x : ℂ) * propagator (a x))).im
    - (∑ x, (p x : ℂ) * selfEnergy K (propagator (a x))).im

/-- For `G = -i a` with `a ≠ 0`, the difference `Im K - Im Σ` is the reciprocal of `a`. -/
theorem dyson_imaginary_part (K : ℂ) {a : ℝ} (ha : a ≠ 0) :
    a * (K.im - (selfEnergy K (propagator a)).im) = 1 := by
  have hinv : (propagator a)⁻¹ = Complex.I * ((a⁻¹ : ℝ) : ℂ) := by
    rw [propagator, mul_inv, inv_neg, Complex.inv_I, neg_neg, Complex.ofReal_inv]
  have him : (selfEnergy K (propagator a)).im = K.im - a⁻¹ := by
    rw [selfEnergy, hinv, Complex.sub_im, Complex.I_mul_im, Complex.ofReal_re]
  rw [him, sub_sub_cancel, mul_inv_cancel₀ ha]

/-- A positive observable has a positive average. -/
theorem avg_pos {p a : Ω → ℝ} (hp : IsDistribution p) (ha : ∀ x, 0 < a x) :
    0 < avg p a := by
  unfold avg
  have hn : ∀ x ∈ univ, 0 ≤ p x * a x := fun x _ => mul_nonneg (hp.1 x) (ha x).le
  refine lt_of_le_of_ne (sum_nonneg hn) fun h => ?_
  have h0 := (sum_eq_zero_iff_of_nonneg hn).1 h.symm
  have hz : ∑ x, p x = 0 := sum_eq_zero fun x hx =>
    (mul_eq_zero.1 (h0 x hx)).resolve_right (ha x).ne'
  linarith [hp.2]

/-- For positive `a` with mean `m`, the average of `1/a` exceeds `1/m` by exactly the average
of `(a - m)² / (a m²)`. -/
theorem avg_inverse_gap {p a : Ω → ℝ} (hp : IsDistribution p) (ha : ∀ x, 0 < a x) :
    avg p (fun x => 1 / a x) - 1 / avg p a
      = avg p (fun x => (a x - avg p a) ^ 2 / (a x * avg p a ^ 2)) := by
  have hm := avg_pos hp ha
  generalize hm' : avg p a = m at hm ⊢
  -- expand the square and average term by term
  have key : avg p (fun x => (a x - m) ^ 2 / (a x * m ^ 2))
      = avg p (fun x => 1 / a x) - 2 / m * ∑ x, p x + 1 / m ^ 2 * avg p a := by
    simp only [avg, mul_sum, ← sum_sub_distrib, ← sum_add_distrib]
    refine sum_congr rfl fun x _ => ?_
    have h1 := (ha x).ne'
    have h2 := hm.ne'
    field_simp
    ring
  have e : 1 / m ^ 2 * m = 1 / m := by
    have h2 := hm.ne'
    field_simp
  rw [key, hp.2, hm', e]
  ring

/-- For positive `a`, the self-energy deficit is the average of `1/a` minus the reciprocal of
the average of `a`. -/
theorem deficit_eq_inverse_gap {p a : Ω → ℝ} (hp : IsDistribution p) (K : ℂ)
    (ha : ∀ x, 0 < a x) :
    selfEnergyDeficit p K a = avg p (fun x => 1 / a x) - 1 / avg p a := by
  have hS : ∀ b : ℝ, 0 < b → (selfEnergy K (propagator b)).im = K.im - 1 / b := by
    intro b hb
    have h1 : K.im - (selfEnergy K (propagator b)).im = 1 / b := by
      rw [eq_div_iff hb.ne', mul_comm]
      exact dyson_imaginary_part K hb.ne'
    linarith
  have hG : ∑ x, (p x : ℂ) * propagator (a x) = propagator (avg p a) := by
    simp only [propagator, avg, Complex.ofReal_sum, Complex.ofReal_mul, mul_sum]
    exact sum_congr rfl fun x _ => by ring
  have hsum : ∑ x, ((p x : ℂ) * selfEnergy K (propagator (a x))).im
      = K.im - avg p (fun x => 1 / a x) := by
    calc _ = ∑ x, (p x * K.im - p x * (1 / a x)) := sum_congr rfl fun x _ => by
          rw [Complex.im_ofReal_mul, hS _ (ha x)]
          ring
      _ = _ := by
          rw [sum_sub_distrib, ← sum_mul, hp.2, one_mul]
          rfl
  rw [selfEnergyDeficit, hG, hS _ (avg_pos hp ha), Complex.im_sum, hsum]
  ring

/-- If `a` lies in `[l, h]` with `l > 0` and has mean `m` and variance `v`, averaging the
self-energy over `G = -i a` lowers `Im Σ` by at least `v / (h m²)` and at most `v / (l m²)`. -/
theorem selfEnergy_bias_bounds {p a : Ω → ℝ} (hp : IsDistribution p) (K : ℂ) {l h : ℝ}
    (hl : 0 < l) (hla : ∀ x, l ≤ a x) (hah : ∀ x, a x ≤ h) :
    variance p a / (h * avg p a ^ 2) ≤ selfEnergyDeficit p K a ∧
      selfEnergyDeficit p K a ≤ variance p a / (l * avg p a ^ 2) := by
  have ha : ∀ x, 0 < a x := fun x => hl.trans_le (hla x)
  have hm2 : 0 < avg p a ^ 2 := pow_pos (avg_pos hp ha) 2
  have hdiv : ∀ c : ℝ, variance p a / c = ∑ x, p x * ((a x - avg p a) ^ 2 / c) := by
    intro c
    rw [variance, avg, sum_div]
    exact sum_congr rfl fun x _ => mul_div_assoc _ _ _
  rw [deficit_eq_inverse_gap hp K ha, avg_inverse_gap hp ha, hdiv, hdiv]
  -- compare the denominators outcome by outcome
  constructor
  · exact sum_le_sum fun x _ => mul_le_mul_of_nonneg_left
      (div_le_div_of_nonneg_left (sq_nonneg _) (mul_pos (ha x) hm2)
        (mul_le_mul_of_nonneg_right (hah x) hm2.le)) (hp.1 x)
  · exact sum_le_sum fun x _ => mul_le_mul_of_nonneg_left
      (div_le_div_of_nonneg_left (sq_nonneg _) (mul_pos hl hm2)
        (mul_le_mul_of_nonneg_right (hla x) hm2.le)) (hp.1 x)

/-- For positive `a`, averaging the self-energy strictly lowers `Im Σ` if and only if `a` has
positive variance. -/
theorem bias_pos_iff {p a : Ω → ℝ} (hp : IsDistribution p) (K : ℂ) (ha : ∀ x, 0 < a x) :
    0 < selfEnergyDeficit p K a ↔ 0 < variance p a := by
  have hne : Nonempty Ω := by
    by_contra hne
    rw [not_nonempty_iff] at hne
    have h1 := hp.2
    simp at h1
  -- the smallest and largest values serve as bounds
  obtain ⟨x₀, h₀⟩ := Finite.exists_min a
  obtain ⟨x₁, h₁⟩ := Finite.exists_max a
  have hb := selfEnergy_bias_bounds hp K (ha x₀) h₀ h₁
  have hm2 : 0 < avg p a ^ 2 := pow_pos (avg_pos hp ha) 2
  constructor
  · intro hd
    by_contra hv
    have h2 := div_nonpos_of_nonpos_of_nonneg (not_lt.1 hv) (mul_pos (ha x₀) hm2).le
    linarith [hb.2]
  · intro hv
    exact (div_pos hv (mul_pos (ha x₁) hm2)).trans_le hb.1

/-- Measurements with common mean `m` and variance `v` that are pairwise uncorrelated. -/
structure Uncorrelated {n : ℕ} (p : Ω → ℝ) (a : Fin n → Ω → ℝ) (m v : ℝ) : Prop where
  mean : ∀ k, avg p (a k) = m
  var : ∀ k, variance p (a k) = v
  corr : ∀ j k, j ≠ k → avg p (fun x => (a j x - m) * (a k x - m)) = 0

/-- The mean of the `n` measurements in a bin, for `n > 0`. -/
def binMean {n : ℕ} (a : Fin n → Ω → ℝ) (x : Ω) : ℝ := (∑ k, a k x) / n

/-- The mean of `n > 0` pairwise uncorrelated measurements, each with mean `m` and variance `v`, has
average `m` and variance `v / n`. -/
theorem binMean_statistics {n : ℕ} (hn : 0 < n) {p : Ω → ℝ} {a : Fin n → Ω → ℝ} {m v : ℝ}
    (hu : Uncorrelated p a m v) :
    avg p (binMean a) = m ∧ variance p (binMean a) = v / n := by
  have hn' : (n : ℝ) ≠ 0 := Nat.cast_ne_zero.2 hn.ne'
  have hmean : avg p (binMean a) = m := by
    calc avg p (binMean a) = (∑ k, avg p (a k)) / n := by
          simp only [avg, binMean]
          rw [sum_comm, sum_div]
          exact sum_congr rfl fun x _ => by rw [← mul_sum, mul_div_assoc]
      _ = m := by
          simp only [hu.mean, sum_const, card_univ, Fintype.card_fin, nsmul_eq_mul]
          exact mul_div_cancel_left₀ m hn'
  refine ⟨hmean, ?_⟩
  -- only the diagonal of the covariance matrix survives
  have hC : ∀ j k, ∑ x, p x * ((a j x - m) * (a k x - m)) = if j = k then v else 0 := by
    intro j k
    split_ifs with h
    · subst h
      rw [← hu.var j, variance, hu.mean j, avg]
      exact sum_congr rfl fun x _ => by ring
    · exact hu.corr j k h
  have hsq : ∀ x, (binMean a x - m) ^ 2
      = (∑ j, ∑ k, (a j x - m) * (a k x - m)) / (n : ℝ) ^ 2 := by
    intro x
    have hd : binMean a x - m = (∑ k, (a k x - m)) / n := by
      rw [sum_sub_distrib, sum_const, card_univ, Fintype.card_fin, nsmul_eq_mul, sub_div,
        mul_div_cancel_left₀ _ hn', binMean]
    rw [hd, div_pow, sq (∑ k, (a k x - m)), sum_mul_sum]
  calc variance p (binMean a)
      = ∑ x, p x * ((∑ j, ∑ k, (a j x - m) * (a k x - m)) / (n : ℝ) ^ 2) := by
        rw [variance, hmean, avg]
        exact sum_congr rfl fun x _ => by rw [hsq]
    _ = (∑ j, ∑ k, ∑ x, p x * ((a j x - m) * (a k x - m))) / (n : ℝ) ^ 2 := by
        simp only [← mul_div_assoc, ← sum_div, mul_sum]
        congr 1
        rw [sum_comm]
        exact sum_congr rfl fun j _ => sum_comm
    _ = v / n := by
        simp only [hC, sum_ite_eq, mem_univ, if_true, sum_const, card_univ,
          Fintype.card_fin, nsmul_eq_mul]
        field_simp

/-- If Dyson's equation is applied to means of `n > 0` pairwise uncorrelated measurements in
`[l, h]`, `l > 0`, each with mean `m` and variance `v`, the deficit of `Im Σ` lies between
`v / (n h m²)` and `v / (n l m²)`. -/
theorem binned_bias_bounds {n : ℕ} (hn : 0 < n) {p : Ω → ℝ} (hp : IsDistribution p) (K : ℂ)
    {a : Fin n → Ω → ℝ} {m v l h : ℝ} (hu : Uncorrelated p a m v)
    (hl : 0 < l) (hla : ∀ k x, l ≤ a k x) (hah : ∀ k x, a k x ≤ h) :
    v / (n * (h * m ^ 2)) ≤ selfEnergyDeficit p K (binMean a) ∧
      selfEnergyDeficit p K (binMean a) ≤ v / (n * (l * m ^ 2)) := by
  have hn' : (0 : ℝ) < n := Nat.cast_pos.2 hn
  have hc : ∀ c : ℝ, ∑ _k : Fin n, c = c * n := fun c => by simp [mul_comm]
  have h1 : ∀ x, l ≤ binMean a x := fun x => by
    rw [binMean, le_div_iff₀ hn', ← hc]
    exact sum_le_sum fun k _ => hla k x
  have h2 : ∀ x, binMean a x ≤ h := fun x => by
    rw [binMean, div_le_iff₀ hn', ← hc]
    exact sum_le_sum fun k _ => hah k x
  have hb := selfEnergy_bias_bounds hp K hl h1 h2
  obtain ⟨hm, hv⟩ := binMean_statistics hn hu
  rwa [hm, hv, div_div, div_div] at hb

/-- Two measurements with values 1 and 3, all four combinations equally likely, are
uncorrelated with mean 2 and variance 1. -/
theorem uncorrelated_witness :
    IsDistribution (fun _ : Fin 4 => (1 / 4 : ℝ)) ∧
      Uncorrelated (fun _ : Fin 4 => (1 / 4 : ℝ)) ![![1, 1, 3, 3], ![1, 3, 1, 3]] 2 1 := by
  -- the last two entries of a four-component vector
  have e2 : ∀ a b c d : ℝ, (![a, b, c, d] : Fin 4 → ℝ) 2 = c := fun _ _ _ _ => rfl
  have e3 : ∀ a b c d : ℝ, (![a, b, c, d] : Fin 4 → ℝ) 3 = d := fun _ _ _ _ => rfl
  refine ⟨⟨fun _ => by norm_num, by norm_num [Fin.sum_univ_four]⟩, ?_, ?_, ?_⟩
  · intro k
    fin_cases k <;> norm_num [avg, Fin.sum_univ_four, e2, e3]
  · intro k
    fin_cases k <;> norm_num [variance, avg, Fin.sum_univ_four, e2, e3]
  · intro j k hjk
    fin_cases j <;> fin_cases k <;>
      first
        | exact absurd rfl hjk
        | norm_num [avg, Fin.sum_univ_four, e2, e3]

end

end NoisyDysonEquation
```

```lean
#print axioms NoisyDysonEquation.selfEnergy_bias_bounds
#print axioms NoisyDysonEquation.bias_pos_iff
#print axioms NoisyDysonEquation.binned_bias_bounds
```

```
'NoisyDysonEquation.selfEnergy_bias_bounds' depends on axioms: [propext, Classical.choice, Quot.sound]
'NoisyDysonEquation.bias_pos_iff' depends on axioms: [propext, Classical.choice, Quot.sound]
'NoisyDysonEquation.binned_bias_bounds' depends on axioms: [propext, Classical.choice, Quot.sound]
```

## From the complex inverse to the exact gap

`dyson_imaginary_part` computes the inverse of −ia and states the result as a(Im K − Im Σ) = 1. `avg_pos` proves m > 0 by contradiction: if a sum of nonnegative terms p(x)a(x) vanished, every term would vanish, hence every weight, and the weights could not add up to one.

`avg_inverse_gap` is the identity for avg(1/a) − 1/m. Its intermediate statement `key` is the averaged expansion of the square, with `field_simp` and `ring` checking the algebra for each outcome. The normalisation `hp.2` then turns the middle term into −2/m.

`deficit_eq_inverse_gap` connects this identity to the complex definitions. Inside it, `hS` is the formula Im Σ = Im K − 1/b for any positive b, `hG` shows that the averaged propagator is the propagator of the averaged a, and `hsum` averages the imaginary parts.

## Comparing denominators and detecting noise

In `selfEnergy_bias_bounds`, the two preceding results rewrite D as an average of (a − m)²/(a m²), while `hdiv` writes v/c as an average of (a − m)²/c. Both inequalities then compare sums term by term: `div_le_div_of_nonneg_left` compares fractions with the same nonnegative numerator, and `sum_le_sum` adds up the results.

`bias_pos_iff` obtains the extreme values of a from `Finite.exists_min` and `Finite.exists_max`. This needs at least one outcome, which the normalisation guarantees. The two directions use the upper and lower bound as in the derivation.

## Covariances within a bin

`binMean_statistics` first exchanges the sums over outcomes and measurements to find the mean. For the variance, `hC` records the covariance matrix, with v on the diagonal and zero elsewhere, and `hsq` writes the squared deviation as a double sum over j and k. The final `calc` block moves the average inside the double sum and inserts `hC`, leaving n v/n².

`binned_bias_bounds` checks in `h1` and `h2` that the bin mean stays in [l, h], applies the bounds for a single propagator, and substitutes the mean and variance just found.

`uncorrelated_witness` supplies a concrete case with n = 2: two measurements with values 1 and 3, all four combinations having weight 1/4. Their common mean is 2, their common variance is 1 and their covariance is zero, which the proof verifies by summing over the four outcomes. With l = 1 and h = 3, the binned bounds place D between 1/24 and 1/8.
